# The normalized s component of a Cartesian d shell: squared distance 2/5 from the span of the s Gaussian of equal exponent, distance tending to 0 from the span of a closing pair

## A sixth function in the d shell

A Cartesian d shell has six functions, $x^2, y^2, z^2, xy, xz, yz$, each times $e^{-ar^2}$ with $a>0$. The sum of the first three is $r^2e^{-ar^2}$, which is spherically symmetric. It therefore shares its symmetry with the s Gaussians on the same atom, and one may ask how nearly they reproduce it. Two cases are treated here, for primitive Gaussians on one centre. A single s Gaussian of the same exponent leaves a sizeable part of this component outside its span. Two s Gaussians whose exponents close in on $a$ from both sides leave almost nothing outside theirs, so the component is then nearly linearly dependent on them, although such a pair is already nearly dependent by itself.

## Two distances

Let $\|f\|^2=\int_0^\infty r^2f(r)^2\,dr$, $g_b(r)=e^{-br^2}$ and $s(r)=r^2e^{-ar^2}$. From here on $x$ is no longer the coordinate but the factor $x=1/\|s\|$, so that $xs$ is normalized. The theorem `dShell_sComponent_distance` says that, for every $a>0$,

- the squared distance of $xs$ from the span of $g_a$ is $2/5$;
- its distance from the span of $g_{a-h}$ and $g_{a+h}$ tends to 0 as $h$ decreases to 0.

In Lean, $g_b$ is `gto b`, $s$ is `sComp a`, $xs$ is `sUnit a` and $\|f\|^2$ is `radialSq f`. The squared distance `sqDistSpan` is the infimum of $\|f-g\|^2$ over the real linear span, and `𝓝[>] 0` expresses the approach of $h$ from above. The angular factor $4\pi$ is left out, since it cancels on normalization. Contracted functions and several centres are not treated.

## One exponent: completing the square

Let $M_n(b)=\int_0^\infty r^ne^{-br^2}dr$ with $b>0$. Integration by parts gives
$$M_{n+2}(b)=\frac{n+1}{2b}M_n(b).$$
At $b=2a$ this yields $M_4=\frac{3}{4a}M_2$ and $\|s\|^2=M_6=\frac{15}{16a^2}M_2$, hence $x^2M_2=16a^2/15$. For any real $c$,
$$\|xs-cg_a\|^2=x^2M_6-2xcM_4+c^2M_2=1-\frac{9x^2}{16a^2}M_2+M_2\Big(c-\frac{3x}{4a}\Big)^2.$$
The first two terms give $1-\frac35=\frac25$, and the square vanishes at $c=3x/(4a)$.

## Two exponents: a difference quotient

Since $r^2e^{-ar^2}=-\partial_a e^{-ar^2}$, take as trial function
$$D_h=\frac{g_{a-h}-g_{a+h}}{2h}=e^{-ar^2}\,\frac{\sinh(hr^2)}{h},\qquad s-D_h=-e^{-ar^2}\,\frac{\sinh(hr^2)-hr^2}{h}.$$
For $t\ge0$, $e^{-t}\ge1-t$ gives $e^t-1\le te^t$, so
$$0\le 2(\sinh t-t)\le e^t-1-t\le t(e^t-1)\le t^2e^t.$$
With $t=hr^2$ and $0<h\le a/2$,
$$\|s-D_h\|^2\le\frac{h^2}{4}\int_0^\infty r^{10}e^{-2(a-h)r^2}dr\le\frac{h^2}{4}M_{10}(a).$$
The recursion gives $M_{10}(a)=\frac{945}{32a^5}M_0(a)$ and $\|s\|^2=\frac{15}{64a^3}M_0(2a)$. As $M_0(b)=\frac12\sqrt{\pi/b}$, we have $M_0(a)=\sqrt2\,M_0(2a)\le\frac{10}{7}M_0(2a)$, so $M_{10}(a)\le\frac{180}{a^2}\|s\|^2$. After normalization the squared distance is at most $45(h/a)^2$, which tends to 0.

## The jump at $h=0$

At $h=0$ the two Gaussians coincide, and the squared distance is $2/5$ again. The limit is thus not the value at the limiting point. For $h>0$ the pair spans a plane containing $D_h$, whose coefficients $\pm1/(2h)$ grow without bound as the exponents merge.

## The Lean file

```lean
import Mathlib

open MeasureTheory Set Filter Topology

namespace CartesianDShellContaminant

noncomputable section

/-- The s-type Gaussian `exp (-a r²)` as a function of the radius. -/
def gto (a r : ℝ) : ℝ := Real.exp (-a * r ^ 2)

/-- The s component `r² exp (-a r²)` of a Cartesian d shell, not yet normalized. -/
def sComp (a r : ℝ) : ℝ := r ^ 2 * Real.exp (-a * r ^ 2)

/-- The squared norm with radial weight `r²`, for square-integrable radial functions. -/
def radialSq (f : ℝ → ℝ) : ℝ := ∫ r in Ioi (0 : ℝ), r ^ 2 * (f r) ^ 2

/-- The s component of the d shell divided by its norm, for `a > 0`. -/
def sUnit (a : ℝ) : ℝ → ℝ := (√(radialSq (sComp a)))⁻¹ • sComp a

/-- The squared distance of `f` from the linear span of the set `S`, for square-integrable
radial functions. -/
def sqDistSpan (f : ℝ → ℝ) (S : Set (ℝ → ℝ)) : ℝ :=
  ⨅ g : Submodule.span ℝ S, radialSq (f - (g : ℝ → ℝ))

/-- The Gaussian moment: the integral of `r ^ n exp (-b r²)` over positive `r`, for `b > 0`. -/
def moment (n : ℕ) (b : ℝ) : ℝ := ∫ r in Ioi (0 : ℝ), r ^ n * Real.exp (-b * r ^ 2)

/-- For a positive exponent every Gaussian moment is a convergent integral. -/
theorem moment_integrable (n : ℕ) {b : ℝ} (hb : 0 < b) :
    IntegrableOn (fun r : ℝ => r ^ n * Real.exp (-b * r ^ 2)) (Ioi 0) := by
  have hn : (-1 : ℝ) < n := by linarith [Nat.cast_nonneg (α := ℝ) n]
  simpa only [Real.rpow_natCast] using integrableOn_rpow_mul_exp_neg_mul_sq hb hn

/-- For a positive exponent `b`, raising the power of `r` by two multiplies the moment by
`(n + 1) / (2 b)`. -/
theorem moment_add_two (n : ℕ) {b : ℝ} (hb : 0 < b) :
    moment (n + 2) b = ((n : ℝ) + 1) / (2 * b) * moment n b := by
  -- both moments are explicit multiples of values of the Gamma function
  have key : ∀ m : ℕ, moment m b =
      b ^ (-((m : ℝ) + 1) / 2) * (1 / 2) * Real.Gamma (((m : ℝ) + 1) / 2) := by
    intro m
    have hm : (-1 : ℝ) < m := by linarith [Nat.cast_nonneg (α := ℝ) m]
    have h := integral_rpow_mul_exp_neg_mul_rpow (p := 2) two_pos hm hb
    simp only [Real.rpow_natCast, Real.rpow_two] at h
    exact h
  have e : (((n + 2 : ℕ) : ℝ) + 1) / 2 = ((n : ℝ) + 1) / 2 + 1 := by push_cast; ring
  have e' : -(((n + 2 : ℕ) : ℝ) + 1) / 2 = -((n : ℝ) + 1) / 2 - 1 := by push_cast; ring
  rw [key, key, e, e', Real.Gamma_add_one (by positivity), Real.rpow_sub_one hb.ne']
  ring

/-- The zeroth moment is half the Gaussian integral. -/
theorem moment_zero (b : ℝ) : moment 0 b = √(Real.pi / b) / 2 := by
  simpa [moment] using integral_gaussian_Ioi b

/-- Scaling a radial function by `x` scales its squared norm by `x²`. -/
theorem radialSq_smul (x : ℝ) (f : ℝ → ℝ) : radialSq (x • f) = x ^ 2 * radialSq f := by
  unfold radialSq
  rw [← integral_const_mul]
  congr 1
  funext r
  simp only [Pi.smul_apply, smul_eq_mul]
  ring

/-- For `a > 0`, the squared norm of a combination of the s component and the s Gaussian of the
same exponent is a quadratic form with Gaussian moments as coefficients. -/
theorem radialSq_comb {a : ℝ} (ha : 0 < a) (x c : ℝ) :
    radialSq (x • sComp a - c • gto a) =
      x ^ 2 * moment 6 (2 * a) - 2 * x * c * moment 4 (2 * a) + c ^ 2 * moment 2 (2 * a) := by
  have hi := fun n : ℕ => moment_integrable n (b := 2 * a) (by positivity)
  have hf : (fun r : ℝ => r ^ 2 * ((x • sComp a - c • gto a) r) ^ 2) = fun r : ℝ =>
      x ^ 2 * (r ^ 6 * Real.exp (-(2 * a) * r ^ 2))
        - 2 * x * c * (r ^ 4 * Real.exp (-(2 * a) * r ^ 2))
        + c ^ 2 * (r ^ 2 * Real.exp (-(2 * a) * r ^ 2)) := by
    funext r
    have hE : Real.exp (-(2 * a) * r ^ 2) = Real.exp (-a * r ^ 2) ^ 2 := by
      rw [← Real.exp_nat_mul]
      congr 1
      push_cast
      ring
    simp only [Pi.sub_apply, Pi.smul_apply, smul_eq_mul, sComp, gto, hE]
    ring
  unfold radialSq
  rw [hf, integral_add, integral_sub, integral_const_mul, integral_const_mul, integral_const_mul]
  · rfl
  · exact (hi 6).const_mul _
  · exact (hi 4).const_mul _
  · exact ((hi 6).const_mul _).sub ((hi 4).const_mul _)
  · exact (hi 2).const_mul _

/-- For `a > 0` the s component divided by its norm has norm one, and before normalization its
squared norm is `15 / (64 a³)` times the zeroth moment of exponent `2 a`. -/
theorem radialSq_sUnit {a : ℝ} (ha : 0 < a) :
    radialSq (sUnit a) = 1 ∧
      radialSq (sComp a) = 15 / (64 * a ^ 3) * moment 0 (2 * a) := by
  have h2a : 0 < 2 * a := by positivity
  have e6 : moment 6 (2 * a) = _ := moment_add_two 4 h2a
  have e4 : moment 4 (2 * a) = _ := moment_add_two 2 h2a
  have e2 : moment 2 (2 * a) = _ := moment_add_two 0 h2a
  have hR : radialSq (sComp a) = 15 / (64 * a ^ 3) * moment 0 (2 * a) := by
    have h : radialSq (sComp a) = moment 6 (2 * a) := by simpa using radialSq_comb ha 1 0
    rw [h, e6, e4, e2]
    push_cast
    ring
  have hpos : 0 < radialSq (sComp a) := by
    rw [hR, moment_zero]
    positivity
  refine ⟨?_, hR⟩
  rw [sUnit, radialSq_smul, inv_pow, Real.sq_sqrt hpos.le, inv_mul_cancel₀ hpos.ne']

/-- For `0 < h ≤ a / 2`, the s Gaussian of exponent `a - h` minus that of exponent `a + h`, divided
by `2 h`, differs from `r² exp (-a r²)` by a function whose squared norm is at most `h² / 4` times
the tenth moment of exponent `a`. -/
theorem radialSq_centralDiff_le {a h : ℝ} (hh : 0 < h) (hle : h ≤ a / 2) :
    radialSq (sComp a - (2 * h)⁻¹ • (gto (a - h) - gto (a + h))) ≤
      h ^ 2 / 4 * moment 10 a := by
  have ha : 0 < a := by linarith
  unfold radialSq moment
  rw [← integral_const_mul]
  refine integral_mono_of_nonneg
    (Eventually.of_forall fun r => mul_nonneg (sq_nonneg _) (sq_nonneg _))
    ((moment_integrable 10 ha).const_mul _) (Eventually.of_forall fun r => ?_)
  beta_reduce
  have hinv : h * h⁻¹ = 1 := mul_inv_cancel₀ hh.ne'
  have hval : (sComp a - (2 * h)⁻¹ • (gto (a - h) - gto (a + h))) r =
      -(Real.exp (-a * r ^ 2) * ((Real.sinh (h * r ^ 2) - h * r ^ 2) / h)) := by
    simp only [Pi.sub_apply, Pi.smul_apply, smul_eq_mul, sComp, gto]
    rw [show -(a - h) * r ^ 2 = -a * r ^ 2 + h * r ^ 2 by ring,
      show -(a + h) * r ^ 2 = -a * r ^ 2 + -(h * r ^ 2) by ring,
      Real.exp_add, Real.exp_add, Real.sinh_eq]
    linear_combination (-(r ^ 2 * Real.exp (-a * r ^ 2))) * hinv
  -- the elementary bound sinh t - t ≤ t² exp t / 2 for t ≥ 0
  have hsinh : ∀ t : ℝ, 0 ≤ t → Real.sinh t - t ≤ t ^ 2 / 2 * Real.exp t := by
    intro t ht
    have h1 := Real.add_one_le_exp (-t)
    have h2 : Real.exp t * Real.exp (-t) = 1 := by rw [← Real.exp_add]; simp
    have h3 : Real.exp t - 1 ≤ t * Real.exp t := by
      nlinarith [mul_le_mul_of_nonneg_left h1 (Real.exp_pos t).le]
    rw [Real.sinh_eq]
    nlinarith [mul_le_mul_of_nonneg_left h3 ht]
  have ht : 0 ≤ h * r ^ 2 := by positivity
  have hlow : 0 ≤ (Real.sinh (h * r ^ 2) - h * r ^ 2) / h :=
    div_nonneg (sub_nonneg.2 (Real.self_le_sinh_iff.2 ht)) hh.le
  have hup : (Real.sinh (h * r ^ 2) - h * r ^ 2) / h ≤
      h * r ^ 4 / 2 * Real.exp (h * r ^ 2) := by
    rw [div_le_iff₀ hh]
    linarith [hsinh _ ht]
  have hexp : (Real.exp (-a * r ^ 2) * Real.exp (h * r ^ 2)) ^ 2 ≤ Real.exp (-a * r ^ 2) := by
    rw [← Real.exp_add, ← Real.exp_nat_mul]
    apply Real.exp_le_exp.mpr
    push_cast
    nlinarith [mul_nonneg (sub_nonneg.2 hle) (sq_nonneg r)]
  rw [hval]
  calc r ^ 2 * (-(Real.exp (-a * r ^ 2) * ((Real.sinh (h * r ^ 2) - h * r ^ 2) / h))) ^ 2
      = r ^ 2 * Real.exp (-a * r ^ 2) ^ 2 *
          ((Real.sinh (h * r ^ 2) - h * r ^ 2) / h) ^ 2 := by ring
    _ ≤ r ^ 2 * Real.exp (-a * r ^ 2) ^ 2 * (h * r ^ 4 / 2 * Real.exp (h * r ^ 2)) ^ 2 :=
        mul_le_mul_of_nonneg_left (pow_le_pow_left₀ hlow hup 2) (by positivity)
    _ = h ^ 2 / 4 * r ^ 10 * (Real.exp (-a * r ^ 2) * Real.exp (h * r ^ 2)) ^ 2 := by ring
    _ ≤ h ^ 2 / 4 * r ^ 10 * Real.exp (-a * r ^ 2) :=
        mul_le_mul_of_nonneg_left hexp (by positivity)
    _ = h ^ 2 / 4 * (r ^ 10 * Real.exp (-a * r ^ 2)) := by ring

/-- Any trial function in the span bounds the squared distance from above. -/
theorem sqDistSpan_le (f : ℝ → ℝ) {g : ℝ → ℝ} {S : Set (ℝ → ℝ)}
    (hg : g ∈ Submodule.span ℝ S) : sqDistSpan f S ≤ radialSq (f - g) := by
  refine ciInf_le (f := fun g : Submodule.span ℝ S => radialSq (f - (g : ℝ → ℝ)))
    ⟨0, ?_⟩ ⟨g, hg⟩
  rintro _ ⟨u, rfl⟩
  exact integral_nonneg fun r => mul_nonneg (sq_nonneg _) (sq_nonneg _)

/-- For `0 < h ≤ a / 2`, the squared distance of the normalized s component from the span of the
two s Gaussians with exponents `a - h` and `a + h` is at most `45 (h / a)²`. -/
theorem sqDistSpan_pair_le {a h : ℝ} (hh : 0 < h) (hle : h ≤ a / 2) :
    sqDistSpan (sUnit a) {gto (a - h), gto (a + h)} ≤ 45 * (h / a) ^ 2 := by
  have ha : 0 < a := by linarith
  obtain ⟨hx, hR⟩ := radialSq_sUnit ha
  rw [sUnit, radialSq_smul] at hx
  -- compare the tenth moment with the squared norm of the s component
  have e10 : moment 10 a = _ := moment_add_two 8 ha
  have e8 : moment 8 a = _ := moment_add_two 6 ha
  have e6 : moment 6 a = _ := moment_add_two 4 ha
  have e4 : moment 4 a = _ := moment_add_two 2 ha
  have e2 : moment 2 a = _ := moment_add_two 0 ha
  have h0 : moment 0 a ≤ 10 / 7 * moment 0 (2 * a) := by
    have hs : √(2 : ℝ) ≤ 10 / 7 := Real.sqrt_le_iff.mpr ⟨by norm_num, by norm_num⟩
    have hp : √(Real.pi / a) = √2 * √(Real.pi / (2 * a)) := by
      rw [← Real.sqrt_mul (by norm_num)]
      congr 1
      ring
    rw [moment_zero, moment_zero, hp]
    nlinarith [mul_le_mul_of_nonneg_right hs (Real.sqrt_nonneg (Real.pi / (2 * a)))]
  have hm : moment 10 a ≤ 180 / a ^ 2 * radialSq (sComp a) := by
    calc moment 10 a = 945 / (32 * a ^ 5) * moment 0 a := by
          rw [e10, e8, e6, e4, e2]
          push_cast
          ring
      _ ≤ 945 / (32 * a ^ 5) * (10 / 7 * moment 0 (2 * a)) :=
          mul_le_mul_of_nonneg_left h0 (by positivity)
      _ = 180 / a ^ 2 * radialSq (sComp a) := by rw [hR]; ring
  -- the trial function is the difference quotient divided by the norm of the s component
  have hmem : (√(radialSq (sComp a)))⁻¹ • ((2 * h)⁻¹ • (gto (a - h) - gto (a + h))) ∈
      Submodule.span ℝ {gto (a - h), gto (a + h)} :=
    Submodule.smul_mem _ _ (Submodule.smul_mem _ _ (Submodule.sub_mem _
      (Submodule.subset_span (by simp)) (Submodule.subset_span (by simp))))
  refine (sqDistSpan_le _ hmem).trans ?_
  rw [sUnit, ← smul_sub, radialSq_smul]
  calc _ ≤ (√(radialSq (sComp a)))⁻¹ ^ 2 *
          (h ^ 2 / 4 * (180 / a ^ 2 * radialSq (sComp a))) :=
        mul_le_mul_of_nonneg_left ((radialSq_centralDiff_le hh hle).trans
          (mul_le_mul_of_nonneg_left hm (by positivity))) (sq_nonneg _)
    _ = 45 * (h / a) ^ 2 := by linear_combination (45 * (h / a) ^ 2) * hx

/-- For `a > 0`, the normalized s component of a Cartesian d shell has squared distance `2/5` from
the span of the s Gaussian of the same exponent, but its distance from the span of the s Gaussians
with exponents `a - h` and `a + h` tends to zero as `h` decreases to zero. -/
theorem dShell_sComponent_distance {a : ℝ} (ha : 0 < a) :
    sqDistSpan (sUnit a) {gto a} = 2 / 5 ∧
      Tendsto (fun h => √(sqDistSpan (sUnit a) {gto (a - h), gto (a + h)}))
        (𝓝[>] 0) (𝓝 0) := by
  constructor
  · have h2a : 0 < 2 * a := by positivity
    obtain ⟨hx, hR⟩ := radialSq_sUnit ha
    rw [sUnit, radialSq_smul] at hx
    have e6 : moment 6 (2 * a) = _ := moment_add_two 4 h2a
    have e4 : moment 4 (2 * a) = _ := moment_add_two 2 h2a
    have e2 : moment 2 (2 * a) = _ := moment_add_two 0 h2a
    have hM : 0 ≤ moment 2 (2 * a) := by
      rw [e2, moment_zero]
      positivity
    -- complete the square in the coefficient of the s Gaussian
    have key : ∀ c : ℝ, radialSq (sUnit a - c • gto a) = 2 / 5 +
        moment 2 (2 * a) * (c - 3 * (√(radialSq (sComp a)))⁻¹ / (4 * a)) ^ 2 := by
      intro c
      rw [sUnit, radialSq_comb ha]
      generalize (√(radialSq (sComp a)))⁻¹ = x at hx ⊢
      rw [hR] at hx
      rw [e6, e4, e2]
      push_cast
      linear_combination (2 / 5) * hx
    apply le_antisymm
    · refine (sqDistSpan_le _ (Submodule.smul_mem _
        (3 * (√(radialSq (sComp a)))⁻¹ / (4 * a))
        (Submodule.subset_span (mem_singleton (gto a))))).trans ?_
      rw [key, sub_self]
      norm_num
    · refine le_ciInf ?_
      rintro ⟨g, hg⟩
      obtain ⟨c, rfl⟩ := Submodule.mem_span_singleton.mp hg
      rw [key]
      exact le_add_of_nonneg_right (mul_nonneg hM (sq_nonneg _))
  · have hlim : Tendsto (fun h : ℝ => 45 * (h / a) ^ 2) (𝓝[>] 0) (𝓝 0) := by
      have hc : Continuous fun h : ℝ => 45 * (h / a) ^ 2 := by fun_prop
      have ht := (hc.tendsto 0).mono_left (nhdsWithin_le_nhds (s := Ioi 0))
      simpa using ht
    have hsq : Tendsto (fun h => sqDistSpan (sUnit a) {gto (a - h), gto (a + h)})
        (𝓝[>] 0) (𝓝 0) := by
      refine squeeze_zero' (Eventually.of_forall fun h => Real.iInf_nonneg fun g =>
        integral_nonneg fun r => mul_nonneg (sq_nonneg _) (sq_nonneg _)) ?_ hlim
      filter_upwards [Ioo_mem_nhdsGT (half_pos ha)] with h hh
      exact sqDistSpan_pair_le hh.1 hh.2.le
    simpa only [Real.sqrt_zero] using hsq.sqrt

end

end CartesianDShellContaminant
```

```lean
#print axioms CartesianDShellContaminant.dShell_sComponent_distance
```

```
'CartesianDShellContaminant.dShell_sComponent_distance' depends on axioms: [propext, Classical.choice, Quot.sound]
```

## From moments to the limit

`moment_integrable` supplies convergence. `moment_add_two` obtains the recursion from the Gamma function instead of integration by parts, and `moment_zero` gives $M_0$. `radialSq_comb` expands the quadratic form in $x$ and $c$; together with the scaling rule `radialSq_smul` it yields the norms in `radialSq_sUnit`.

In the main theorem, `key` is the completed square, where `linear_combination` uses the normalization `hx`. Equality with $2/5$ then follows from two inequalities. The best $c$ gives the upper bound through `sqDistSpan_le`, and `mem_span_singleton` writes every competitor as $cg_a$ for the lower one.

For the pair, `radialSq_centralDiff_le` contains the pointwise estimate: `hval` is the formula for $s-D_h$, `hsinh` the bound on $\sinh t-t$, and `hexp` the step that uses $h\le a/2$. `sqDistSpan_pair_le` compares the moments and checks that the trial function $xD_h$ lies in the span. Finally, `squeeze_zero'` places the squared distance between 0 and $45(h/a)^2$, and continuity of the square root gives the limit of the distance.
